# An orbital among mutually uncoupled levels: the interaction sum decides whether the energy of its rank lies above or below it

## Energies, couplings and overlaps

A normalised orbital of energy $b$ meets $n$ orthonormal levels of energies $e_i$, none equal to $b$. The levels do not couple to one another. They may be the molecular orbitals of a fragment, obtained by solving the eigenvalue problem of the fragment's block of the Hamiltonian, together with its overlap block if the fragment's basis is not orthonormal. The orbital has real coupling $h_i$ and real overlap $s_i$ with level $i$. In the basis (orbital, levels),

$$H=\begin{pmatrix} b & h^T\\ h & \mathrm{diag}(e)\end{pmatrix},\qquad S=\begin{pmatrix} 1 & s^T\\ s & 1\end{pmatrix}.$$

The molecular orbitals are the columns of a square matrix $C$ with

$$HC=SC\,\mathrm{diag}(E),\qquad C^TSC=1,\qquad E_0\le E_1\le\dots\le E_n .$$

Counting starts at zero, so $E_k$ is the $(k+1)$-th lowest energy. Such a $C$ requires $S$ to be positive definite, which for this matrix means $\sum_i s_i^2<1$. Conversely, under that condition the spectral theorem supplies $C$ and $E$.

Write $\beta_i=h_i-bs_i$ and define the interaction sum

$$W=\sum_i\frac{\beta_i^2}{b-e_i}.$$

This is the second-order perturbation estimate of the orbital's energy shift, with overlap included.

## The sign of the shift

Let $k$ of the levels lie below $b$, so that the orbital has the $(k+1)$-th lowest energy before the interaction; this is its rank. Then $E_k>b$ exactly when $W>0$, and $E_k<b$ exactly when $W<0$; hence $E_k=b$ exactly when $W=0$. In extended Hückel arguments about orbital interaction, the second-order sum therefore gives the correct direction at any coupling strength, for one orbital and mutually uncoupled levels in a one-electron model. The statement concerns the energy of a given rank. At strong coupling the molecular orbital in that place need not resemble the original orbital.

The derivation writes the quadratic form of $H-bS$ in two ways. For molecular orbital coefficients $a$, put $v=Ca$. Since

$$C^T(H-bS)C=C^TSC\,\mathrm{diag}(E)-b\,C^TSC=\mathrm{diag}(E_j-b),$$

we have

$$v^T(H-bS)v=\sum_j(E_j-b)a_j^2.$$

In the original basis let $v=(x,y)$, with $x$ the coefficient of the orbital and $y_i$ those of the levels. The diagonal entry of the orbital is $b-b=0$, so

$$v^T(H-bS)v=2x\sum_i\beta_iy_i+\sum_i(e_i-b)y_i^2.$$

With $z_i=y_i+\beta_ix/(e_i-b)$, each level contributes

$$2\beta_ixy_i+(e_i-b)y_i^2=(e_i-b)z_i^2-\frac{\beta_i^2}{e_i-b}x^2,$$

and summation gives

$$\sum_j(E_j-b)a_j^2=Wx^2+\sum_i(e_i-b)z_i^2.$$

Suppose first that $W\ge0$ and $E_k\le b$, with at least one inequality strict. Use only the molecular orbitals $0,\dots,k$, and require $z_i=0$ for the $k$ levels below $b$. These are $k$ linear conditions on $k+1$ coefficients, so some nonzero $a$ satisfies them. The left side is then at most zero and the right side at least zero, so both vanish.

- If $E_k<b$, every $E_j$ in use lies below $b$ and the left side is strictly negative, a contradiction.
- If $W>0$, then $x=0$ and all $z_i=0$. Hence all $y_i=0$, so $v=0$ and $a=C^TSCa=C^TSv=0$, again a contradiction.

Now suppose that $W\le0$ and $E_k\ge b$, with at least one inequality strict. Use the $n+1-k$ molecular orbitals $k,\dots,n$, and require $z_i=0$ for the $n-k$ levels above $b$. All signs are reversed and the same two contradictions follow.

The first exclusion shows that $W>0$ forces $E_k>b$ and that $E_k<b$ forces $W<0$. The second supplies the two converses.

## One level, and two levels in competition

With no levels, $W=0$ and $E_0=b$. With one level, $W$ has the sign of $b-e_0$ unless $h_0=bs_0$. A lower level therefore leaves the upper molecular orbital above $b$, and a higher level leaves the lower one below $b$. If $h_0=bs_0$, the energy of the orbital's rank stays at $b$.

Two levels on opposite sides compete. In eV, take $b=-10$, $e=(-12,-6)$, $h=(-4,-5)$ and $s=(0.2,0.1)$, so that $k=1$. Then $\beta_0=-4+2=-2$ and $\beta_1=-5+1=-4$, and

$$W=\frac{4}{2}+\frac{16}{-4}=-2 .$$

The middle energy $E_1$ lies below $-10$. If the overlaps are set to zero with the same couplings, the sum becomes $16/2-25/4=1.75$, and the middle energy lies above $-10$.

## The matrices and the molecular orbitals in Lean

The index type `Unit ⊕ Fin n` separates the orbital, `Sum.inl ()`, from the levels, `Sum.inr i`.

```lean
import Mathlib

open Matrix

namespace OrbitalCrossing

noncomputable section

variable {n : ℕ}
```

The Hamiltonian is assembled from four blocks. The diagonal lower block expresses that the levels are mutually uncoupled.

```lean
/-- The Hamiltonian matrix of one orbital of energy `b` coupled by `h i` to mutually
uncoupled levels `e i`. -/
def hamiltonian (b : ℝ) (e h : Fin n → ℝ) : Matrix (Unit ⊕ Fin n) (Unit ⊕ Fin n) ℝ :=
  fromBlocks (of fun _ _ => b) (of fun _ i => h i) (of fun i _ => h i) (diagonal e)
```

In the overlap matrix, the two unit blocks stand for the normalised orbital and the orthonormal levels.

```lean
/-- The overlap matrix of a normalised orbital that overlaps by `s i` with orthonormal levels. -/
def overlap (s : Fin n → ℝ) : Matrix (Unit ⊕ Fin n) (Unit ⊕ Fin n) ℝ :=
  fromBlocks 1 (of fun _ i => s i) (of fun i _ => s i) 1
```

The next definition is $W$.

```lean
/-- The interaction sum `∑ (h i - b s i)² / (b - e i)`, for levels `e i` different from `b`. -/
def interactionSum (b : ℝ) (e h s : Fin n → ℝ) : ℝ :=
  ∑ i, (h i - b * s i) ^ 2 / (b - e i)
```

The molecular orbitals enter as a hypothesis on $C$ and $E$. The field `secular` is the generalised eigenvalue equation, `orthonormal` is $C^TSC=1$, and `ordered` fixes the ascending order, with repeated energies allowed. The condition $\sum_i s_i^2<1$ is implicit in `orthonormal`; its equivalence with the existence of $C$, quoted above from linear algebra, is not established in the code.

```lean
/-- The columns of `C` are a complete set of molecular orbitals, orthonormal with respect to the
overlap `S`, that solve the generalised eigenvalue problem with energies `E` in ascending order. -/
structure IsMolecularOrbitals (H S : Matrix (Unit ⊕ Fin n) (Unit ⊕ Fin n) ℝ)
    (C : Matrix (Unit ⊕ Fin n) (Fin (n + 1)) ℝ) (E : Fin (n + 1) → ℝ) : Prop where
  secular : H * C = S * C * diagonal E
  orthonormal : Cᵀ * S * C = 1
  ordered : Monotone E
```

An explicit example meets all three conditions, and its proof checks them entry by entry. The lower molecular orbital has coefficients $5/4$ and $-3/4$, and the upper one is the level itself. Here $\beta_0=15-27/5=48/5$ and $W=-144/25$, in agreement with $E_0=0<9$.

```lean
/-- An orbital of energy 9 that meets one level of energy 25 with coupling 15 and overlap 3/5 has
molecular orbitals of energies 0 and 25. -/
theorem molecularOrbitals_witness :
    IsMolecularOrbitals (hamiltonian 9 ![25] ![15]) (overlap ![3 / 5])
      (of (Sum.elim (fun _ => ![5 / 4, 0]) (fun _ => ![-3 / 4, 1]))) ![0, 25] where
  secular := by
    ext i j
    rcases i with i | i <;> fin_cases i <;> fin_cases j <;>
      simp [hamiltonian, overlap, Matrix.mul_apply] <;> norm_num
  orthonormal := by
    ext i j
    fin_cases i <;> fin_cases j <;> simp [overlap, Matrix.mul_apply] <;> norm_num
  ordered := by
    intro i j hij
    fin_cases i <;> fin_cases j <;> simp at hij ⊢
```

## Two expressions for one quadratic form

The first expression holds for any $H$ and $S$ that have molecular orbitals in this sense. The `calc` block is the computation of $C^T(H-bS)C$, and the remaining lines move $C$ across the dot product.

```lean
/-- In molecular orbital coordinates `a`, the form of `H - b S` is `∑ (E j - b) (a j)²`. -/
theorem form_molecular {H S : Matrix (Unit ⊕ Fin n) (Unit ⊕ Fin n) ℝ}
    {C : Matrix (Unit ⊕ Fin n) (Fin (n + 1)) ℝ} {E : Fin (n + 1) → ℝ}
    (hC : IsMolecularOrbitals H S C E) (b : ℝ) (a : Fin (n + 1) → ℝ) :
    (C *ᵥ a) ⬝ᵥ ((H - b • S) *ᵥ (C *ᵥ a)) = ∑ j, (E j - b) * a j ^ 2 := by
  have hM : Cᵀ * (H - b • S) * C = diagonal (fun j => E j - b) := by
    calc Cᵀ * (H - b • S) * C = Cᵀ * (H * C) - b • (Cᵀ * S * C) := by
          simp only [Matrix.mul_sub, Matrix.sub_mul, Matrix.mul_smul, Matrix.smul_mul,
            Matrix.mul_assoc]
      _ = Cᵀ * S * C * diagonal E - b • (Cᵀ * S * C) := by
          rw [hC.secular]
          simp only [Matrix.mul_assoc]
      _ = diagonal (fun j => E j - b) := by
          rw [hC.orthonormal, Matrix.one_mul]
          ext i j
          by_cases hij : i = j <;> simp [hij]
  rw [dotProduct_comm, dotProduct_mulVec, ← mulVec_transpose, dotProduct_comm,
    mulVec_mulVec, mulVec_mulVec, hM]
  simp only [dotProduct, mulVec_diagonal]
  exact Finset.sum_congr rfl fun j _ => by ring
```

The second expression completes the square. The steps `h1` and `h2` evaluate the rows of $(H-bS)v$ for the orbital and for the levels. The identity is then verified level by level, where `he` permits division by $e_i-b$.

```lean
/-- If no level equals `b`, completing the square splits the form of `H - b S` into the interaction
sum times the squared coefficient of the orbital and, for each level, a square multiplied by
`e i - b`. -/
theorem form_completed {b : ℝ} {e : Fin n → ℝ} (h s : Fin n → ℝ) (he : ∀ i, e i ≠ b)
    (v : Unit ⊕ Fin n → ℝ) :
    v ⬝ᵥ ((hamiltonian b e h - b • overlap s) *ᵥ v) =
      interactionSum b e h s * v (Sum.inl ()) ^ 2 + ∑ i, (e i - b) *
        (v (Sum.inr i) + (h i - b * s i) / (e i - b) * v (Sum.inl ())) ^ 2 := by
  have h1 : ((hamiltonian b e h - b • overlap s) *ᵥ v) (Sum.inl ()) =
      ∑ i, (h i - b * s i) * v (Sum.inr i) := by
    simp [mulVec, dotProduct, hamiltonian, overlap]
  have h2 : ∀ i, ((hamiltonian b e h - b • overlap s) *ᵥ v) (Sum.inr i) =
      (h i - b * s i) * v (Sum.inl ()) + (e i - b) * v (Sum.inr i) := by
    intro i
    simp [mulVec, dotProduct, hamiltonian, overlap, diagonal_apply, one_apply, sub_mul,
      Finset.sum_sub_distrib]
    ring
  rw [dotProduct, Fintype.sum_sum_type, Fintype.sum_unique]
  change v (Sum.inl ()) * ((hamiltonian b e h - b • overlap s) *ᵥ v) (Sum.inl ()) + _ = _
  simp only [h1, h2, interactionSum]
  rw [Finset.mul_sum, Finset.sum_mul, ← Finset.sum_add_distrib, ← Finset.sum_add_distrib]
  refine Finset.sum_congr rfl fun i _ => ?_
  have hd : e i - b ≠ 0 := sub_ne_zero.mpr (he i)
  rw [show b - e i = -(e i - b) by ring, div_neg]
  field_simp
  ring
```

## A trial orbital from dimension counting

Here `p` is the set of molecular orbitals in use and `r` the set of levels whose $z_i$ must vanish; the linear map `L` will send $a$ to $z$. If only $a=0$ met the conditions, the map `F`, which records the coefficients outside `p` and the values of `L` on `r`, would be injective. With $m$ molecular orbitals in all, its target has dimension $m-|p|+|r|$, which is less than $m$, so `F` cannot be injective.

```lean
/-- Fewer linear conditions than available orbitals leave a nonzero trial combination. -/
theorem exists_trial {m : ℕ} (L : (Fin m → ℝ) →ₗ[ℝ] (Fin n → ℝ)) (p : Finset (Fin m))
    (r : Finset (Fin n)) (hc : r.card < p.card) :
    ∃ a : Fin m → ℝ, a ≠ 0 ∧ (∀ j, j ∉ p → a j = 0) ∧ ∀ i ∈ r, L a i = 0 := by
  by_contra hno
  let F : (Fin m → ℝ) →ₗ[ℝ] (({j // j ∈ pᶜ} → ℝ) × ({i // i ∈ r} → ℝ)) :=
    (LinearMap.funLeft ℝ ℝ Subtype.val).prod ((LinearMap.funLeft ℝ ℝ Subtype.val).comp L)
  have hF : Function.Injective F := by
    rw [injective_iff_map_eq_zero]
    intro a ha
    by_contra h0
    exact hno ⟨a, h0, fun j hj => congrFun (congrArg Prod.fst ha) ⟨j, by simpa using hj⟩,
      fun i hi => congrFun (congrArg Prod.snd ha) ⟨i, hi⟩⟩
  have h1 := LinearMap.finrank_le_finrank_of_injective hF
  simp only [Module.finrank_prod, Module.finrank_fintype_fun_eq_card, Fintype.card_coe,
    Fintype.card_fin, Finset.card_compl] at h1
  have h2 := p.card_le_univ
  rw [Fintype.card_fin] at h2
  omega
```

## The contradiction of signs

Both exclusions are handled together through a factor `t`, later set to $1$ or $-1$. After multiplication by `t`, `hl` makes every molecular orbital term at most zero, while `hu` and `hs'` make the terms on the other side at least zero. The final case split on `h1` follows the two contradictions above: a nonzero interaction sum forces $v=0$ and hence $a=0$, whereas energies strictly on one side of $b$ make the left side strictly negative.

```lean
/-- Let no level equal `b`, and let the set `p` of molecular orbitals be larger than the set `r` of
levels. It is impossible that `t * (E j - b)` is at most zero on `p`, `t * (e i - b)` is positive
outside `r` and `t` times the interaction sum is at least zero, if in addition this last product is
positive or `t * (E j - b)` is negative on all of `p`. -/
theorem sign_clash {b : ℝ} {e h s : Fin n → ℝ} (he : ∀ i, e i ≠ b)
    {C : Matrix (Unit ⊕ Fin n) (Fin (n + 1)) ℝ} {E : Fin (n + 1) → ℝ}
    (hC : IsMolecularOrbitals (hamiltonian b e h) (overlap s) C E)
    (t : ℝ) (p : Finset (Fin (n + 1))) (r : Finset (Fin n)) (hc : r.card < p.card)
    (hp : ∀ j ∈ p, t * (E j - b) ≤ 0) (hr : ∀ i, i ∉ r → 0 < t * (e i - b))
    (h0 : 0 ≤ t * interactionSum b e h s)
    (h1 : 0 < t * interactionSum b e h s ∨ ∀ j ∈ p, t * (E j - b) < 0) : False := by
  let L : (Fin (n + 1) → ℝ) →ₗ[ℝ] (Fin n → ℝ) :=
    (LinearMap.pi fun i => (LinearMap.proj (Sum.inr i) : (Unit ⊕ Fin n → ℝ) →ₗ[ℝ] ℝ) +
      ((h i - b * s i) / (e i - b)) • LinearMap.proj (Sum.inl ())).comp C.mulVecLin
  have hLa : ∀ a i, L a i = (C *ᵥ a) (Sum.inr i) +
      (h i - b * s i) / (e i - b) * (C *ᵥ a) (Sum.inl ()) := fun _ _ => rfl
  obtain ⟨a, ha, hap, har⟩ := exists_trial L p r hc
  -- two expressions for the same quadratic form
  have heq := (form_molecular hC b a).symm.trans (form_completed h s he (C *ᵥ a))
  simp only [← hLa] at heq
  have heq' := congrArg (fun y => t * y) heq
  simp only [mul_add, Finset.mul_sum, ← mul_assoc] at heq'
  have hl : ∀ j, t * (E j - b) * a j ^ 2 ≤ 0 := by
    intro j
    by_cases hj : j ∈ p
    · exact mul_nonpos_of_nonpos_of_nonneg (hp j hj) (sq_nonneg _)
    · simp [hap j hj]
  have hu : ∀ i, 0 ≤ t * (e i - b) * L a i ^ 2 := by
    intro i
    by_cases hi : i ∈ r
    · simp [har i hi]
    · exact mul_nonneg (hr i hi).le (sq_nonneg _)
  have hl' := Finset.sum_nonpos fun j (_ : j ∈ Finset.univ) => hl j
  have hu' := Finset.sum_nonneg fun i (_ : i ∈ Finset.univ) => hu i
  have hs' := mul_nonneg h0 (sq_nonneg ((C *ᵥ a) (Sum.inl ())))
  rcases h1 with h1 | h1
  · -- every square vanishes, hence so does the trial orbital
    have hx : (C *ᵥ a) (Sum.inl ()) = 0 := by
      by_contra hx
      have := mul_pos h1 (pow_pos (abs_pos.mpr hx) 2)
      rw [sq_abs] at this
      linarith
    have hv : C *ᵥ a = 0 := by
      ext i
      rcases i with i | i
      · exact hx
      · by_contra hi
        have hz : L a i ≠ 0 := by
          rw [hLa, hx, mul_zero, add_zero]
          exact hi
        have h2 : 0 < t * (e i - b) * L a i ^ 2 :=
          mul_pos (hr i fun hm => hz (har i hm)) (by positivity)
        have h3 := Finset.sum_pos' (fun l (_ : l ∈ Finset.univ) => hu l)
          ⟨i, Finset.mem_univ i, h2⟩
        linarith
    apply ha
    rw [← one_mulVec a, ← hC.orthonormal, ← mulVec_mulVec, hv, mulVec_zero]
  · obtain ⟨j, hj⟩ := Function.ne_iff.mp ha
    have hj' : a j ≠ 0 := hj
    have hjp : j ∈ p := by_contra fun hm => hj' (hap j hm)
    have hlt := Finset.sum_lt_sum (fun j (_ : j ∈ Finset.univ) => hl j)
      ⟨j, Finset.mem_univ j, mul_neg_of_neg_of_pos (h1 j hjp) (by positivity)⟩
    rw [Finset.sum_const_zero] at hlt
    linarith
```

## The position of the $(k+1)$-th energy

The hypothesis `hk` says that exactly $k$ levels lie below $b$. The step `low` uses the molecular orbitals up to $k$, `Finset.Iic k`, and `high` uses those from $k$ upward, `Finset.Ici k`. The last lines combine the two exclusions into both equivalences.

The hypothesis `he` excludes levels at $b$. For a single level with $e_0=b$ and $h_0\ne bs_0$, the energies split to either side of $b$, while Lean's convention for division by zero would make the interaction sum zero.

```lean
/-- Let `k` of the levels lie below `b` and none at `b`. The `(k+1)`-th lowest molecular orbital
energy lies above `b` exactly when the interaction sum is positive, and below `b` exactly when
it is negative. -/
theorem level_position {b : ℝ} {e h s : Fin n → ℝ} (he : ∀ i, e i ≠ b)
    {C : Matrix (Unit ⊕ Fin n) (Fin (n + 1)) ℝ} {E : Fin (n + 1) → ℝ}
    (hC : IsMolecularOrbitals (hamiltonian b e h) (overlap s) C E)
    (k : Fin (n + 1)) (hk : (Finset.univ.filter fun i => e i < b).card = k) :
    (b < E k ↔ 0 < interactionSum b e h s) ∧ (E k < b ↔ interactionSum b e h s < 0) := by
  -- the lowest `k + 1` orbitals against the levels below `b`
  have low : 0 ≤ interactionSum b e h s → E k ≤ b →
      ¬(0 < interactionSum b e h s ∨ E k < b) := by
    intro h0 hE h1
    refine sign_clash he hC 1 (Finset.Iic k) (Finset.univ.filter fun i => e i < b)
      (by rw [hk, Fin.card_Iic]; omega) (fun j hj => ?_) (fun i hi => ?_) (by linarith)
      (h1.imp (fun h => by linarith) fun h j hj => ?_)
    · linarith [hC.ordered (Finset.mem_Iic.mp hj)]
    · have hi' : b ≤ e i := by simpa using hi
      linarith [lt_of_le_of_ne hi' (he i).symm]
    · linarith [hC.ordered (Finset.mem_Iic.mp hj)]
  -- the orbitals from the `(k+1)`-th upward against the levels above `b`
  have high : interactionSum b e h s ≤ 0 → b ≤ E k →
      ¬(interactionSum b e h s < 0 ∨ b < E k) := by
    intro h0 hE h1
    refine sign_clash he hC (-1) (Finset.Ici k) (Finset.univ.filter fun i => e i < b)ᶜ
      (by rw [Finset.card_compl, hk, Fin.card_Ici, Fintype.card_fin]; omega)
      (fun j hj => ?_) (fun i hi => ?_) (by linarith)
      (h1.imp (fun h => by linarith) fun h j hj => ?_)
    · linarith [hC.ordered (Finset.mem_Ici.mp hj)]
    · have hi' : e i < b := by simpa using hi
      linarith
    · linarith [hC.ordered (Finset.mem_Ici.mp hj)]
  exact ⟨⟨fun hE => not_le.mp fun hs => high hs hE.le (Or.inr hE),
      fun hs => not_le.mp fun hE => low hs.le hE (Or.inl hs)⟩,
    ⟨fun hE => not_le.mp fun hs => low hs hE.le (Or.inr hE),
      fun hs => not_le.mp fun hE => high hs.le hE (Or.inl hs)⟩⟩

end

end OrbitalCrossing
```

```lean
#print axioms OrbitalCrossing.level_position
```

```
'OrbitalCrossing.level_position' depends on axioms: [propext, Classical.choice, Quot.sound]
```
